# Matrix elements of the finite-dimensional propagator from unnormalised biorthogonal modes

For a finite complex matrix `H` with a full set of right eigenvectors and real energies, `propagator_entry` gives each entry of exp(−itH), in units where ħ = 1, as a sum over modes. The modes are the columns of `P` and the dual modes the rows of `R`; different pairs have zero overlap, while matching pairs have nonzero overlaps N_k that need not be one. The (i, j) entry is therefore the sum over k of P_ik exp(−it e_k) R_kj / N_k, where the division by N_k supplies the normalisation. The proof shows that `R`, with each row divided by its overlap, is the inverse of `P`, then exponentiates `H` in the basis of modes and compares the sums term by term.

The first attempt, which Lean rejects:

```lean
import Mathlib

open Matrix NormedSpace

namespace FourSiteStateTransfer

noncomputable section

/-- The time-evolution operator `exp(-itH)`. -/
def propagator {n : Type*} [Fintype n] [DecidableEq n] (H : Matrix n n ℂ) (t : ℝ) :
    Matrix n n ℂ :=
  NormedSpace.exp ((-(Complex.I * (t : ℂ))) • H)

/-- Spectral sum for the propagator: `P` holds the modes as columns, `e` their energies,
and `R` the dual modes as rows, with overlaps `N`. -/
theorem propagator_entry {n : Type*} [Fintype n] [DecidableEq n]
    (H P R : Matrix n n ℂ) (e : n → ℝ) (N : n → ℂ) (hN : ∀ k, N k ≠ 0)
    (hH : H * P = P * diagonal (fun k => (e k : ℂ))) (hR : R * P = diagonal N)
    (t : ℝ) (i j : n) :
    propagator H t i j =
      ∑ k, P i k * Complex.exp (-(Complex.I * (t : ℂ)) * (e k : ℂ)) * (R k j / N k) := by
  -- the rescaled dual modes form the inverse of the mode matrix
  have hQP : (diagonal (fun k => (N k)⁻¹) * R) * P = 1 := by
    rw [Matrix.mul_assoc, hR, Matrix.diagonal_mul_diagonal, ← Matrix.diagonal_one]
    congr 1
    funext k
    exact inv_mul_cancel₀ (hN k)
  have hPQ : P * (diagonal (fun k => (N k)⁻¹) * R) = 1 := mul_eq_one_comm.mp hQP
  have hinv : P⁻¹ = diagonal (fun k => (N k)⁻¹) * R := Matrix.inv_eq_right_inv hPQ
  have hunit : IsUnit P := ⟨⟨P, _, hPQ, hQP⟩, rfl⟩
  have hd : diagonal (fun k => -(Complex.I * (t : ℂ)) * (e k : ℂ)) =
      (-(Complex.I * (t : ℂ))) • diagonal (fun k => (e k : ℂ)) := by
    ext x y
    by_cases hxy : x = y
    · subst hxy
      simp
    · simp [hxy]
  have hc : (-(Complex.I * (t : ℂ))) • H =
      P * diagonal (fun k => -(Complex.I * (t : ℂ)) * (e k : ℂ)) * P⁻¹ := by
    rw [hd, Matrix.mul_smul, Matrix.smul_mul, ← hH, Matrix.mul_assoc, hinv, hPQ,
      Matrix.mul_one]
  -- exponentiate in the basis of modes
  rw [propagator, hc, Matrix.exp_conj _ _ hunit, Matrix.exp_diagonal, hinv, Matrix.mul_apply]
  refine Finset.sum_congr rfl fun k _ => ?_
  rw [Matrix.mul_diagonal, Matrix.diagonal_mul, Pi.exp_apply, ← Complex.exp_eq_exp_ℂ,
    div_eq_mul_inv]
  ring

end

end FourSiteStateTransfer
```

Compiling this gives:

```
Main.lean:45:48: error(lean.unknownIdentifier): Unknown identifier `Pi.exp_apply`
Main.lean:21:87: error: unsolved goals
n : Type u_1
inst✝¹ : Fintype n
inst✝ : DecidableEq n
H P R : Matrix n n ℂ
e : n → ℝ
N : n → ℂ
hN : ∀ (k : n), N k ≠ 0
hH : H * P = P * diagonal fun k => ↑(e k)
hR : R * P = diagonal N
t : ℝ
i j : n
hQP : (diagonal fun k => (N k)⁻¹) * R * P = 1
hPQ : P * ((diagonal fun k => (N k)⁻¹) * R) = 1
hinv : P⁻¹ = (diagonal fun k => (N k)⁻¹) * R
hunit : IsUnit P
hd : (diagonal fun k => -(Complex.I * ↑t) * ↑(e k)) = -(Complex.I * ↑t) • diagonal fun k => ↑(e k)
hc : -(Complex.I * ↑t) • H = (P * diagonal fun k => -(Complex.I * ↑t) * ↑(e k)) * P⁻¹
k : n
x✝ : k ∈ Finset.univ
⊢ P i k * exp (fun k => -(Complex.I * ↑t) * ↑(e k)) k * ((N k)⁻¹ * R k j) =
    P i k * Complex.exp (-(Complex.I * ↑t) * ↑(e k)) * (R k j / N k)
```

The first message says that Lean knows no declaration called `Pi.exp_apply`. The name stood third in a `rw` list, so the two rewrites before it had been carried out when the proof stopped. The second message is a consequence: it shows the goal left at that point, with the exponential of a whole function, evaluated at `k`, on the left and `Complex.exp` of a single number on the right. The closing `ring` was never reached.

The missing fact is that the exponential of a function is taken pointwise. The repair proves it on the spot as `hpi`. Evaluation at `k` is a continuous ring homomorphism, so `NormedSpace.map_exp` lets it pass through the exponential, and `Complex.exp_eq_exp_ℂ` identifies `Complex.exp` with the general exponential on the complex numbers. Since `hpi` already ends in `Complex.exp`, the separate rewrite by `← Complex.exp_eq_exp_ℂ` is dropped from the list. Rewriting with `hpi` makes the exponentials on the two sides agree, `div_eq_mul_inv` turns the division into multiplication by an inverse, and `ring` finishes.

As a diff, the version that Lean accepts:

```diff
@@ -43,6 +43,9 @@
   rw [propagator, hc, Matrix.exp_conj _ _ hunit, Matrix.exp_diagonal, hinv, Matrix.mul_apply]
   refine Finset.sum_congr rfl fun k _ => ?_
-  rw [Matrix.mul_diagonal, Matrix.diagonal_mul, Pi.exp_apply, ← Complex.exp_eq_exp_ℂ,
-    div_eq_mul_inv]
+  have hpi : ∀ f : n → ℂ, NormedSpace.exp f k = Complex.exp (f k) := by
+    intro f
+    rw [Complex.exp_eq_exp_ℂ]
+    exact NormedSpace.map_exp (Pi.evalRingHom (fun _ : n => ℂ) k) (continuous_apply k) f
+  rw [Matrix.mul_diagonal, Matrix.diagonal_mul, hpi, div_eq_mul_inv]
   ring
 
```
